# The squared overlap of two states as a matrix element: ⟨u, (v v*) u⟩ = |⟨u, v⟩|²

The theorem `expectation_proj` says that for any two complex vectors u and v with the same finite index set, ⟨u, (v v*) u⟩ equals |⟨u, v⟩|². Neither vector is assumed normalised. When both are, v v* is the projector onto the state v, and the number is the probability of finding a system prepared in u to be in v. The proof first shows that v v* sends u to v multiplied by ⟨v, u⟩, then uses `overlap_swap` to write the squared modulus as a product of the two overlaps, and finally compares the two sides.

As first written in Lean, the proof fails:

```lean
import Mathlib

open Matrix Filter Topology

namespace AlternatingRankOneProjectors

noncomputable section

variable {n : Type*} [Fintype n]

/-- The overlap `⟨u, v⟩` of two state vectors, conjugate-linear in the first. -/
def overlap (u v : n → ℂ) : ℂ := star u ⬝ᵥ v

/-- The operator `u u*`, which is the projector onto the state `u` when `u` is normalised. -/
def proj (u : n → ℂ) : Matrix n n ℂ := Matrix.vecMulVec u (star u)

/-- Exchanging the two states conjugates the overlap, and the product of the two overlaps
is the squared modulus. -/
theorem overlap_swap (u v : n → ℂ) :
    star (overlap u v) = overlap v u ∧
      overlap u v * overlap v u = (‖overlap u v‖ : ℂ) ^ 2 := by
  have h : star (overlap u v) = overlap v u := by
    simp only [overlap, dotProduct, star_sum, star_mul', Pi.star_apply, star_star]
    exact Finset.sum_congr rfl fun i _ => mul_comm _ _
  refine ⟨h, ?_⟩
  have h2 := Complex.mul_conj (overlap u v)
  rw [Complex.normSq_eq_norm_sq, Complex.ofReal_pow] at h2
  rw [← h]
  exact h2

/-- For any two vectors, `⟨u, (v v*) u⟩` is the squared modulus of the overlap `⟨u, v⟩`. -/
theorem expectation_proj (u v : n → ℂ) :
    overlap u (proj v *ᵥ u) = (‖overlap u v‖ : ℂ) ^ 2 := by
  have h : proj v *ᵥ u = overlap v u • v := by
    ext i
    simp only [proj, Matrix.mulVec, dotProduct, Matrix.vecMulVec_apply, overlap,
      Pi.smul_apply, smul_eq_mul, Finset.sum_mul]
    exact Finset.sum_congr rfl fun k _ => by ring
  rw [h, ← (overlap_swap u v).2, mul_comm]
  simp only [overlap, dotProduct_smul, smul_eq_mul]
  ring

end

end AlternatingRankOneProjectors
```

Compiling this gives:

```
Main.lean:41:2: error: No goals to be solved
```

After these edits no error is left:

```diff
@@ -39,5 +39,4 @@
   rw [h, ← (overlap_swap u v).2, mul_comm]
   simp only [overlap, dotProduct_smul, smul_eq_mul]
-  ring
 
 end
```

Cause. The message "No goals to be solved" means that the proof was already complete when Lean reached the final `ring`.

After the `rw` line, the left side is the overlap of u with `overlap v u • v`, and the right side is `overlap v u * overlap u v`, the factors having been put in that order by `mul_comm`. The `simp only` call then unfolds `overlap`, takes the scalar out of the second argument with `dotProduct_smul`, and turns scalar multiplication into ordinary multiplication with `smul_eq_mul`. Both sides become `(star v ⬝ᵥ u) * (star u ⬝ᵥ v)`, with the factors in the same order. `simp only` closes an equation whose two sides have become identical, so nothing is left for `ring` to do, and calling it is an error.

The repair deletes `ring`, and the proof ends with `simp only`.
